# A nonzero vector is an eigenvector of $\sum_p e_p n_p$ exactly when all its determinants have the same orbital-energy sum

Suppose a stretched hydrogen molecule is described by $\psi = a\,|g\bar g\rangle + b\,|u\bar u\rangle$, with both amplitudes nonzero, and a perturbation expansion is started from $F=\sum_p e_p n_p$ as if $F\psi = E_0\psi$. Here $g$ and $u$ are the bonding and antibonding orbitals, with energies $e_g$ and $e_u$ for either spin, a bar marks spin down, and $n_p$ counts the electrons in spin orbital $p$. The operator multiplies the first determinant by $2e_g$ and the second by $2e_u$. If $e_g \neq e_u$, no number $E_0$ satisfies the equation, and the expansion rests on a false zeroth order.

The theorems below say when a multideterminant reference is an eigenvector of such an operator, for a finite orbital set and a one-electron operator that is diagonal in the orbitals.

## Orbitals, states and the operator

```lean
import Mathlib

open Finset

namespace FockOperatorEigenvectors

noncomputable section

variable {ι : Type*} [Fintype ι] [DecidableEq ι]
```

The type `ι` is the finite set of orbitals. Each is either empty or singly occupied, so in a molecule its elements are spin orbitals. Mathlib is the mathematical library that supplies linear maps and eigenvectors.

```lean
/-- States of the orbital set: a complex coefficient for every occupation subset. -/
abbrev FockSpace (ι : Type*) := Finset ι → ℂ
```

A `Finset ι` is a finite subset $S$ of the orbitals, read as the list of occupied ones, that is, as a determinant. A state is a function $\psi$ that gives each $S$ a complex coefficient $\psi(S)$. All electron numbers are present together, and no normalisation is required.

```lean
/-- The number operator of orbital `p` keeps the coefficients of the subsets in which `p` is
occupied and removes all others. -/
def numberOp (p : ι) : Module.End ℂ (FockSpace ι) where
  toFun ψ := fun S => if p ∈ S then ψ S else 0
  map_add' ψ φ := by
    funext S
    by_cases h : p ∈ S <;> simp [h]
  map_smul' c ψ := by
    funext S
    by_cases h : p ∈ S <;> simp [h]
```

`Module.End ℂ V` is the type of linear maps from $V$ to itself. The number operator $n_p$ is given by its action,

$$(n_p\psi)(S) = \begin{cases}\psi(S) & p\in S\\ 0 & p\notin S,\end{cases}$$

and the two fields after it prove linearity. Because $n_p$ is diagonal in the determinants, no fermionic sign convention is needed.

```lean
/-- The one-electron Fock operator `∑ e_p n_p` with real orbital energies. -/
def fockOp (e : ι → ℝ) : Module.End ℂ (FockSpace ι) :=
  ∑ p, (e p : ℂ) • numberOp p
```

This is $F=\sum_p e_p n_p$. The energies are real, and `(e p : ℂ)` is the same number regarded as complex. They are given numbers, not derived here from a self-consistent field. A Hermitian Fock operator with off-diagonal elements between the orbitals in use has to be diagonalised first, and the state expanded in determinants of the new orbitals, before the theorems apply.

```lean
/-- The sum of the orbital energies over an occupation subset. -/
def orbitalSum (e : ι → ℝ) (S : Finset ι) : ℝ := ∑ p ∈ S, e p
```

Write $E_S=\sum_{p\in S}e_p$ for this sum. For the empty subset it is zero.

```lean
/-- The superposition of the determinants `S` and `T` with amplitudes `a` and `b`. -/
def twoDet (S T : Finset ι) (a b : ℂ) : FockSpace ι :=
  fun U => (if U = S then a else 0) + (if U = T then b else 0)
```

This is the state $a|S\rangle+b|T\rangle$. If $S=T$, the amplitudes add up to $a+b$ on one determinant, which is why later theorems require the two to differ.

## The operator is diagonal

```lean
/-- The Fock operator multiplies each coefficient by the orbital-energy sum of its subset. -/
theorem fockOp_apply (e : ι → ℝ) (ψ : FockSpace ι) (S : Finset ι) :
    fockOp e ψ S = (orbitalSum e S : ℂ) * ψ S := by
  have h : fockOp e ψ S = ∑ p, (e p : ℂ) * (if p ∈ S then ψ S else 0) := by
    simp [fockOp, numberOp, LinearMap.sum_apply, Finset.sum_apply]
  rw [h, orbitalSum, Complex.ofReal_sum, Finset.sum_mul]
  simp [mul_ite, Finset.sum_ite_mem]
```

A Lean theorem has its statement before `:=` and its proof after it. Here the statement is $(F\psi)(S)=E_S\,\psi(S)$. By hand,

$$(F\psi)(S)=\sum_p e_p\,(n_p\psi)(S)=\sum_{p\in S}e_p\,\psi(S)=E_S\,\psi(S).$$

The auxiliary fact `h` is the first equality with $n_p$ written out. The `rw` line, which rewrites with known equations, multiplies the factor $\psi(S)$ into the sum on the right-hand side, and the last `simp` restricts the sum over all orbitals to those in $S$.

## Eigenvectors with a given eigenvalue

```lean
/-- A vector is an eigenvector with eigenvalue `μ` exactly when it is nonzero and every subset
carrying a nonzero coefficient has orbital-energy sum `μ`. -/
theorem hasEigenvector_iff (e : ι → ℝ) (ψ : FockSpace ι) (μ : ℂ) :
    (fockOp e).HasEigenvector μ ψ ↔
      ψ ≠ 0 ∧ ∀ S, ψ S ≠ 0 → (orbitalSum e S : ℂ) = μ := by
  constructor
  · intro h
    refine ⟨h.2, fun S hS => ?_⟩
    -- compare the coefficients of `S` and cancel the nonzero amplitude
    have h1 := congrFun h.apply_eq_smul S
    rw [fockOp_apply, Pi.smul_apply, smul_eq_mul] at h1
    exact mul_right_cancel₀ hS h1
  · rintro ⟨h0, h⟩
    refine ⟨Module.End.mem_eigenspace_iff.mpr ?_, h0⟩
    funext S
    rw [fockOp_apply, Pi.smul_apply, smul_eq_mul]
    by_cases hS : ψ S = 0
    · simp [hS]
    · rw [h S hS]
```

`HasEigenvector μ ψ` means $F\psi=\mu\psi$ together with $\psi\neq0$. The theorem says that this holds exactly when $\psi\ne0$ and $E_S=\mu$ for every $S$ with $\psi(S)\neq0$.

If $F\psi=\mu\psi$, comparing coefficients gives $E_S\,\psi(S)=\mu\,\psi(S)$, and a nonzero $\psi(S)$ can be cancelled. Conversely, suppose that $E_S=\mu$ wherever $\psi(S)\ne0$. Then $E_S\,\psi(S)=\mu\,\psi(S)$ holds at those $S$ by assumption, and elsewhere both sides vanish. The proof treats these directions in its two bullets.

The device on which it turns is the passage between an equation of vectors and equations of numbers. Since a state is literally a function, `congrFun` takes an equality of two states and evaluates it at a chosen $S$. The tactic `funext S` goes the other way: to prove two states equal, it suffices to prove their coefficients equal at an arbitrary $S$. With `fockOp_apply` in hand, the eigenvalue problem becomes a separate scalar equation for each determinant.

## The criterion without a prescribed eigenvalue

```lean
/-- A vector is an eigenvector of the Fock operator if and only if it is nonzero and all subsets
carrying nonzero coefficients have the same sum of orbital energies. -/
theorem eigenvector_iff_equal_orbitalSum (e : ι → ℝ) (ψ : FockSpace ι) :
    (∃ μ : ℂ, (fockOp e).HasEigenvector μ ψ) ↔
      ψ ≠ 0 ∧ ∀ S T, ψ S ≠ 0 → ψ T ≠ 0 → orbitalSum e S = orbitalSum e T := by
  constructor
  · rintro ⟨μ, hμ⟩
    obtain ⟨h0, h⟩ := (hasEigenvector_iff e ψ μ).mp hμ
    exact ⟨h0, fun S T hS hT => Complex.ofReal_injective ((h S hS).trans (h T hT).symm)⟩
  · rintro ⟨h0, h⟩
    -- any subset in the support supplies the eigenvalue
    obtain ⟨S, hS⟩ := Function.ne_iff.mp h0
    exact ⟨(orbitalSum e S : ℂ),
      (hasEigenvector_iff e ψ _).mpr ⟨h0, fun T hT => by rw [h T S hT hS]⟩⟩
```

The left side, with `∃ μ`, says that $\psi$ is an eigenvector for some eigenvalue. The right side says that $\psi\neq0$ and that $E_S=E_T$ whenever $\psi(S)$ and $\psi(T)$ are both nonzero.

For the forward direction, $E_S=\mu=E_T$ by the preceding theorem. This is an equality of complex numbers, and `Complex.ofReal_injective` returns it to the reals. For the converse, a nonzero $\psi$ has some $S$ with $\psi(S)\neq0$. Take $\mu=E_S$; every other determinant in $\psi$ has the same sum, so the preceding theorem applies. Although $\mu$ is allowed to be complex, it is therefore always real.

## Two determinants

```lean
/-- A superposition of two different determinants with nonzero amplitudes is an eigenvector of
the Fock operator if and only if their orbital-energy sums agree. -/
theorem twoDet_eigenvector_iff (e : ι → ℝ) {S T : Finset ι} (hST : S ≠ T) {a b : ℂ}
    (ha : a ≠ 0) (hb : b ≠ 0) :
    (∃ μ : ℂ, (fockOp e).HasEigenvector μ (twoDet S T a b)) ↔
      orbitalSum e S = orbitalSum e T := by
  have hS : twoDet S T a b S = a := by simp [twoDet, hST]
  have hT : twoDet S T a b T = b := by simp [twoDet, hST.symm]
  rw [eigenvector_iff_equal_orbitalSum]
  constructor
  · rintro ⟨_, h⟩
    exact h S T (fun h0 => ha (hS.symm.trans h0)) (fun h0 => hb (hT.symm.trans h0))
  · intro h
    refine ⟨fun h0 => ha (hS.symm.trans (congrFun h0 S)), ?_⟩
    -- only `S` and `T` occur in the superposition
    have key : ∀ U, twoDet S T a b U ≠ 0 → orbitalSum e U = orbitalSum e S := by
      intro U hU
      by_cases h1 : U = S
      · rw [h1]
      · by_cases h2 : U = T
        · rw [h2, h]
        · exact absurd (by simp [twoDet, h1, h2]) hU
    intro U V hU hV
    rw [key U hU, key V hV]
```

For $S\neq T$ and $a,b\neq0$, the state $a|S\rangle+b|T\rangle$ is an eigenvector if and only if $E_S=E_T$. The facts `hS` and `hT` read off its coefficients $a$ and $b$. An eigenvector must then have $E_S=E_T$ by the criterion. Conversely, the state is nonzero because $a\neq0$, and `key` checks that any determinant occurring in it is $S$ or $T$ and so has energy sum $E_S$.

For the hydrogen example the condition is $2e_g=2e_u$. The sizes of the amplitudes play no part as long as both are nonzero: if $e_g\neq e_u$, a small admixture of $|u\bar u\rangle$ spoils the eigenvalue equation as surely as an equal mixture.

## Moving one electron

```lean
/-- Two determinants that share a core `C` and differ in one electron, placed in `p` or in `q`,
superpose to an eigenvector if and only if the two orbital energies are equal. -/
theorem single_excitation_eigenvector_iff (e : ι → ℝ) {C : Finset ι} {p q : ι} (hpq : p ≠ q)
    (hp : p ∉ C) (hq : q ∉ C) {a b : ℂ} (ha : a ≠ 0) (hb : b ≠ 0) :
    (∃ μ : ℂ, (fockOp e).HasEigenvector μ (twoDet (insert p C) (insert q C) a b)) ↔
      e p = e q := by
  have hne : insert p C ≠ insert q C := by
    intro h
    have h1 : p ∈ insert q C := h ▸ Finset.mem_insert_self p C
    exact (Finset.mem_insert.mp h1).elim hpq hp
  rw [twoDet_eigenvector_iff e hne ha hb, orbitalSum, orbitalSum,
    Finset.sum_insert hp, Finset.sum_insert hq]
  constructor <;> intro h <;> linarith
```

Here `insert p C` is $C\cup\{p\}$: a common core $C$, possibly empty, plus one electron in $p$. Both amplitudes are again assumed nonzero: if exactly one of them vanished, the state would be a single determinant, which is an eigenvector whatever the energies. With $p\neq q$ and $p,q\notin C$,

$$E_{C\cup\{p\}}=e_p+E_C,\qquad E_{C\cup\{q\}}=e_q+E_C,$$

so the sums agree exactly when $e_p=e_q$. The fact `hne` verifies that the determinants differ: otherwise $p$ would lie in $C\cup\{q\}$, so that $p=q$ or $p\in C$, both excluded. The final `linarith` cancels the core energy.

## Every state of fixed electron number

```lean
/-- For an electron number `N` strictly between zero and the number of orbitals, every nonzero
`N`-electron state is an eigenvector if and only if all orbital energies are equal. -/
theorem all_states_eigenvectors_iff (e : ι → ℝ) {N : ℕ} (hN : 0 < N)
    (hN' : N < Fintype.card ι) :
    (∀ ψ : FockSpace ι, ψ ≠ 0 → (∀ S, ψ S ≠ 0 → S.card = N) →
      ∃ μ : ℂ, (fockOp e).HasEigenvector μ ψ) ↔ ∀ p q, e p = e q := by
  constructor
  · intro h p q
    by_cases hpq : p = q
    · rw [hpq]
    -- choose a core of `N - 1` orbitals that avoids `p` and `q`
    have hcard : N - 1 ≤ (({p, q} : Finset ι)ᶜ).card := by
      rw [Finset.card_compl, Finset.card_pair hpq]
      omega
    obtain ⟨C, hC, hCN⟩ := Finset.exists_subset_card_eq hcard
    have hp : p ∉ C := fun hm => by simpa using hC hm
    have hq : q ∉ C := fun hm => by simpa using hC hm
    refine (single_excitation_eigenvector_iff e hpq hp hq one_ne_zero one_ne_zero).mp
      (h _ ?_ ?_)
    · intro h0
      have h1 := congrFun h0 (insert p C)
      by_cases h2 : insert p C = insert q C
      · norm_num [twoDet, h2] at h1
      · simp [twoDet, h2] at h1
    · intro U hU
      by_cases h1 : U = insert p C
      · rw [h1, Finset.card_insert_of_notMem hp]
        omega
      · by_cases h2 : U = insert q C
        · rw [h2, Finset.card_insert_of_notMem hq]
          omega
        · exact absurd (by simp [twoDet, h1, h2]) hU
  · intro h ψ h0 hψ
    obtain ⟨r⟩ := Fintype.card_pos_iff.mp (hN.trans hN')
    -- with equal orbital energies the sum depends only on the electron number
    have key : ∀ S, orbitalSum e S = S.card * e r := by
      intro S
      rw [orbitalSum, Finset.sum_congr rfl (fun p _ => h p r), Finset.sum_const, nsmul_eq_mul]
    refine (eigenvector_iff_equal_orbitalSum e ψ).mpr ⟨h0, fun S T hS hT => ?_⟩
    rw [key S, key T, hψ S hS, hψ T hT]

end

end FockOperatorEigenvectors
```

Let $M$ be the number of orbitals and $0<N<M$. The theorem says that all nonzero $N$-electron states are eigenvectors if and only if all orbital energies coincide. The condition `S.card = N` on every determinant with a nonzero coefficient expresses the fixed electron number.

For the forward direction, take $p\neq q$. Outside these two there are $M-2$ orbitals, and $N<M$ gives $N-1\leq M-2$, so a core $C$ of $N-1$ of them can be chosen. The state

$$|C\cup\{p\}\rangle+|C\cup\{q\}\rangle$$

has $N$ electrons and is nonzero, hence by assumption an eigenvector, and the one-electron result gives $e_p=e_q$. The code uses amplitudes $1$ and $1$; the normalised state has $1/\sqrt2$ for each. The two bullets after `refine` check that the state is nonzero and has the right electron number, and `omega` does the integer arithmetic.

For the converse, fix any orbital $r$. If all energies equal $e_r$, then $E_S=|S|\,e_r$, which is what `key` states. In an $N$-electron state every determinant has the sum $Ne_r$, and the criterion applies.

The bound $N<M$ matters. Take two orbitals with energies $0$ and $1$, and $N=2$. The only two-electron determinant has both orbitals filled, so every nonzero two-electron state is a multiple of it and is an eigenvector with eigenvalue $1$, yet the orbital energies differ.

```lean
#print axioms FockOperatorEigenvectors.eigenvector_iff_equal_orbitalSum
-- 'FockOperatorEigenvectors.eigenvector_iff_equal_orbitalSum' depends on axioms: [propext, Classical.choice, Quot.sound]
#print axioms FockOperatorEigenvectors.all_states_eigenvectors_iff
-- 'FockOperatorEigenvectors.all_states_eigenvectors_iff' depends on axioms: [propext, Classical.choice, Quot.sound]
```
